# Above the Rashba band crossing, spin-allowed backscattering transfers the same wave vector as in a spin-degenerate band of equal mass and minimum

If I assume that each of the two Rashba contours scatters back into itself, I predict two standing-wave periods near a step edge, with wave vectors $2p_+$ and $2p_-$, where $p_\pm$ are the contour radii. If I then see only one period, I conclude that there is no spin-orbit splitting, which can be wrong. Which backscattering do the spins allow, and does its wave vector contain the splitting at all?

## Spins select the transfer between contours, and the splitting cancels

The spins allow backscattering from one contour to the other. Its wave vector is $p_++p_-$, in which the opposite shifts of the two radii cancel.

Set $\hbar=1$ and take

$$H(k)=\frac{k^2}{2m}+a(k_x\sigma_y-k_y\sigma_x),\qquad E_s(k)=\frac{k^2}{2m}+s\,a|k|,\quad s=\pm1,$$

with mass $m>0$ and Rashba coupling $a\neq0$ (often written $\alpha$). Let $k=|k|(\cos\theta,\sin\theta)$ with $|k|>0$, and let $\psi_0,\psi_1$ be the up and down amplitudes. In the second row of $H\psi=E_s\psi$ the kinetic energy drops out:

$$a(ik_x-k_y)\psi_0=s\,a|k|\psi_1\quad\Rightarrow\quad \psi_1=s\,ie^{i\theta}\psi_0 .$$

For a spinor $\varphi$ of branch $t=\pm1$ at angle $\theta'$,

$$\langle\psi|\varphi\rangle=\psi_0^*\varphi_0\left(1+st\,e^{i(\theta'-\theta)}\right).$$

The squared norms are $2|\psi_0|^2$ and $2|\varphi_0|^2$, so the normalised squared overlap is

$$\frac{|1+st\,e^{i(\theta'-\theta)}|^2}{4}=\frac{1+st\cos(\theta'-\theta)}{2}.$$

At antiparallel momenta the cosine is $-1$. The overlap is then 0 for $t=s$ and 1 for $t=-s$. In the second case the spinors are proportional, because reversing both branch and direction leaves $s\,ie^{i\theta}$ unchanged.

For the radii, complete the square in $p^2/(2m)+sap=E$:

$$(p+sma)^2=2m\left(E+\tfrac{ma^2}{2}\right)=:R^2 .$$

Take $E>0$, above the crossing of the two branches at $k=0$. Then $R>m|a|$, and the only positive root is $p_s=R-sma$. Hence $p_++p_-=2R$. This equals $2p$ for a spin-degenerate band with $p^2/(2m)=E+ma^2/2$, where $E+ma^2/2$ is the energy measured from the Rashba band minimum. At fixed $E$, $R$ still grows with $|a|$, but only through the depth $ma^2/2$ of that minimum.

Here is the same argument in Lean 4 with Mathlib.

```lean
import Mathlib

open Matrix

namespace RashbaStandingWaves

noncomputable section

/-- The Pauli matrix for the spin component along x. -/
def sigmaX : Matrix (Fin 2) (Fin 2) ℂ := !![0, 1; 1, 0]

/-- The Pauli matrix for the spin component along y. -/
def sigmaY : Matrix (Fin 2) (Fin 2) ℂ := !![0, -Complex.I; Complex.I, 0]

/-- The length of a surface momentum. -/
def wavenumber (k : Fin 2 → ℝ) : ℝ := √(k 0 ^ 2 + k 1 ^ 2)

/-- The Rashba Hamiltonian k²/(2m) + a (kx σy - ky σx), for mass m ≠ 0. -/
def rashba (m a : ℝ) (k : Fin 2 → ℝ) : Matrix (Fin 2) (Fin 2) ℂ :=
  (((k 0 ^ 2 + k 1 ^ 2) / (2 * m) : ℝ) : ℂ) • 1
    + (a : ℂ) • ((k 0 : ℂ) • sigmaY - (k 1 : ℂ) • sigmaX)

/-- The energy p²/(2m) + s a p of branch s = ±1 at wavenumber p, for mass m ≠ 0. -/
def branchEnergy (m a s p : ℝ) : ℝ := p ^ 2 / (2 * m) + s * a * p

/-- A nonzero spinor that is an eigenstate of the Rashba Hamiltonian at momentum k
with the energy of branch s, for mass m ≠ 0. -/
def IsBranchSpinor (m a s : ℝ) (k : Fin 2 → ℝ) (ψ : Fin 2 → ℂ) : Prop :=
  ψ ≠ 0 ∧ rashba m a k *ᵥ ψ = (branchEnergy m a s (wavenumber k) : ℂ) • ψ

/-- A nonzero momentum has positive length. -/
theorem wavenumber_pos {k : Fin 2 → ℝ} (hk : k ≠ 0) : 0 < wavenumber k := by
  apply Real.sqrt_pos.2
  by_contra h
  have h0 : k 0 = 0 := by nlinarith [sq_nonneg (k 0), sq_nonneg (k 1)]
  have h1 : k 1 = 0 := by nlinarith [sq_nonneg (k 0), sq_nonneg (k 1)]
  exact hk (funext (Fin.forall_fin_two.2 ⟨h0, h1⟩))

/-- Scaling a momentum by r scales its length by |r|. -/
theorem wavenumber_smul (r : ℝ) (k : Fin 2 → ℝ) :
    wavenumber (r • k) = |r| * wavenumber k := by
  simp only [wavenumber, Pi.smul_apply, smul_eq_mul]
  rw [show (r * k 0) ^ 2 + (r * k 1) ^ 2 = r ^ 2 * (k 0 ^ 2 + k 1 ^ 2) by ring,
    Real.sqrt_mul (sq_nonneg r), Real.sqrt_sq_eq_abs]

/-- The action of the Rashba Hamiltonian on the two spin components. -/
theorem rashba_mulVec (m a : ℝ) (k : Fin 2 → ℝ) (ψ : Fin 2 → ℂ) :
    rashba m a k *ᵥ ψ =
      ![(((k 0 ^ 2 + k 1 ^ 2) / (2 * m) : ℝ) : ℂ) * ψ 0
          + a * (-Complex.I * k 0 - k 1) * ψ 1,
        a * (Complex.I * k 0 - k 1) * ψ 0
          + (((k 0 ^ 2 + k 1 ^ 2) / (2 * m) : ℝ) : ℂ) * ψ 1] := by
  ext i
  fin_cases i <;>
    simp [rashba, sigmaX, sigmaY, Matrix.mulVec, dotProduct, Fin.sum_univ_two,
      -mul_eq_mul_left_iff, -mul_eq_mul_right_iff, -add_right_inj, -add_left_inj] <;>
    ring

/-- At every nonzero momentum the spinor (|k|, s (i kx - ky)) belongs to branch s = ±1. -/
theorem explicit_spinor (m a : ℝ) {s : ℝ} (hs : s ^ 2 = 1) {k : Fin 2 → ℝ} (hk : k ≠ 0) :
    IsBranchSpinor m a s k ![(wavenumber k : ℂ), s * (Complex.I * k 0 - k 1)] := by
  have hP2 : wavenumber k ^ 2 = k 0 ^ 2 + k 1 ^ 2 := Real.sq_sqrt (by positivity)
  have hP2' : (wavenumber k : ℂ) ^ 2 = (k 0 : ℂ) ^ 2 + (k 1 : ℂ) ^ 2 := by exact_mod_cast hP2
  have hs' : (s : ℂ) ^ 2 = 1 := by exact_mod_cast hs
  refine ⟨fun h => ?_, ?_⟩
  · have h0 : (wavenumber k : ℂ) = 0 := congrFun h 0
    exact (wavenumber_pos hk).ne' (by exact_mod_cast h0)
  · rw [rashba_mulVec, branchEnergy, hP2]
    refine funext (Fin.forall_fin_two.2 ⟨?_, ?_⟩)
    · show (((k 0 ^ 2 + k 1 ^ 2) / (2 * m) : ℝ) : ℂ) * (wavenumber k : ℂ)
          + a * (-Complex.I * k 0 - k 1) * (s * (Complex.I * k 0 - k 1))
        = (((k 0 ^ 2 + k 1 ^ 2) / (2 * m) + s * a * wavenumber k : ℝ) : ℂ) * (wavenumber k : ℂ)
      push_cast
      linear_combination (-(a : ℂ) * s) * hP2' - (a : ℂ) * s * (k 0 : ℂ) ^ 2 * Complex.I_sq
    · show a * (Complex.I * k 0 - k 1) * (wavenumber k : ℂ)
          + (((k 0 ^ 2 + k 1 ^ 2) / (2 * m) : ℝ) : ℂ) * (s * (Complex.I * k 0 - k 1))
        = (((k 0 ^ 2 + k 1 ^ 2) / (2 * m) + s * a * wavenumber k : ℝ) : ℂ)
          * (s * (Complex.I * k 0 - k 1))
      push_cast
      linear_combination (-(a : ℂ) * wavenumber k * (Complex.I * k 0 - k 1)) * hs'

/-- For a ≠ 0 and k ≠ 0, the direction of k and the branch s = ±1 fix the ratio of the
two spin components. -/
theorem spinor_ratio {m a s : ℝ} (ha : a ≠ 0) (hs : s ^ 2 = 1) {k : Fin 2 → ℝ} (hk : k ≠ 0)
    {ψ : Fin 2 → ℂ} (hψ : IsBranchSpinor m a s k ψ) :
    ψ 1 = (((-(s * (k 1 / wavenumber k)) : ℝ) : ℂ)
      + ((s * (k 0 / wavenumber k) : ℝ) : ℂ) * Complex.I) * ψ 0 := by
  have hP2 : wavenumber k ^ 2 = k 0 ^ 2 + k 1 ^ 2 := Real.sq_sqrt (by positivity)
  have hP : (wavenumber k : ℂ) ≠ 0 := by exact_mod_cast (wavenumber_pos hk).ne'
  have hs' : (s : ℂ) ^ 2 = 1 := by exact_mod_cast hs
  have ha' : (a : ℂ) ≠ 0 := by exact_mod_cast ha
  have h := hψ.2
  rw [rashba_mulVec, branchEnergy, hP2] at h
  have h1 : a * (Complex.I * k 0 - k 1) * ψ 0
      + (((k 0 ^ 2 + k 1 ^ 2) / (2 * m) : ℝ) : ℂ) * ψ 1
      = (((k 0 ^ 2 + k 1 ^ 2) / (2 * m) + s * a * wavenumber k : ℝ) : ℂ) * ψ 1 := congrFun h 1
  push_cast at h1
  -- the kinetic energy drops out, and the coupling a cancels
  have h2 : (Complex.I * k 0 - k 1) * ψ 0 = s * wavenumber k * ψ 1 :=
    mul_left_cancel₀ ha' (by linear_combination h1)
  have e0 : (wavenumber k : ℂ) * (k 0 / wavenumber k) = k 0 := mul_div_cancel₀ _ hP
  have e1 : (wavenumber k : ℂ) * (k 1 / wavenumber k) = k 1 := mul_div_cancel₀ _ hP
  apply mul_left_cancel₀ hP
  push_cast
  linear_combination (-(s : ℂ)) * h2 - wavenumber k * ψ 1 * hs' + s * ψ 0 * e1
    - s * Complex.I * ψ 0 * e0

/-- For a ≠ 0 and nonzero momenta k and q, spinors of branches s, t = ±1 have squared
overlap (1 + s t cos θ)/2 times their squared norms, θ being the angle between k and q. -/
theorem spinor_overlap {m a s t : ℝ} (ha : a ≠ 0) (hs : s ^ 2 = 1) (ht : t ^ 2 = 1)
    {k q : Fin 2 → ℝ} (hk : k ≠ 0) (hq : q ≠ 0) {ψ φ : Fin 2 → ℂ}
    (hψ : IsBranchSpinor m a s k ψ) (hφ : IsBranchSpinor m a t q φ) :
    Complex.normSq (star ψ ⬝ᵥ φ) =
      (1 + s * t * ((k 0 * q 0 + k 1 * q 1) / (wavenumber k * wavenumber q))) / 2
        * (Complex.normSq (ψ 0) + Complex.normSq (ψ 1))
        * (Complex.normSq (φ 0) + Complex.normSq (φ 1)) := by
  have unit : ∀ p : Fin 2 → ℝ, p ≠ 0 →
      (p 0 / wavenumber p) ^ 2 + (p 1 / wavenumber p) ^ 2 = 1 := by
    intro p hp
    have hP2 : wavenumber p ^ 2 = p 0 ^ 2 + p 1 ^ 2 := Real.sq_sqrt (by positivity)
    rw [div_pow, div_pow, ← add_div, ← hP2, div_self (pow_ne_zero 2 (wavenumber_pos hp).ne')]
  have hu := unit k hk
  have hv := unit q hq
  have h1 := spinor_ratio ha hs hk hψ
  have h2 := spinor_ratio ha ht hq hφ
  rw [show (k 0 * q 0 + k 1 * q 1) / (wavenumber k * wavenumber q)
    = k 0 / wavenumber k * (q 0 / wavenumber q)
      + k 1 / wavenumber k * (q 1 / wavenumber q) by ring]
  generalize k 0 / wavenumber k = c at h1 hu ⊢
  generalize k 1 / wavenumber k = d at h1 hu ⊢
  generalize q 0 / wavenumber q = c' at h2 hv ⊢
  generalize q 1 / wavenumber q = d' at h2 hv ⊢
  -- the amplitude, split into real and imaginary parts
  have hN : star ψ ⬝ᵥ φ = starRingEnd ℂ (ψ 0) * φ 0 *
      (((1 + s * t * (c * c' + d * d') : ℝ) : ℂ)
        + ((s * t * (c * d' - d * c') : ℝ) : ℂ) * Complex.I) := by
    have e : star ψ ⬝ᵥ φ = starRingEnd ℂ (ψ 0) * φ 0 + starRingEnd ℂ (ψ 1) * φ 1 := by
      simp [dotProduct, Fin.sum_univ_two]
    rw [e, h1, h2]
    simp only [map_mul, map_add, Complex.conj_ofReal, Complex.conj_I]
    push_cast
    linear_combination (-(s : ℂ) * t * c * c' * starRingEnd ℂ (ψ 0) * φ 0) * Complex.I_sq
  have w1 : (-(s * d)) ^ 2 + (s * c) ^ 2 = 1 := by linear_combination s ^ 2 * hu + hs
  have w2 : (-(t * d')) ^ 2 + (t * c') ^ 2 = 1 := by linear_combination t ^ 2 * hv + ht
  have key : (1 + s * t * (c * c' + d * d')) ^ 2 + (s * t * (c * d' - d * c')) ^ 2
      = 2 * (1 + s * t * (c * c' + d * d')) := by
    linear_combination (t ^ 2 * (c' ^ 2 + d' ^ 2)) * w1 + w2
  rw [hN, h1, h2]
  simp only [Complex.normSq_mul, Complex.normSq_conj, Complex.normSq_add_mul_I]
  rw [key, w1, w2]
  ring

/-- For a ≠ 0, spinors of the same branch at antiparallel nonzero momenta are orthogonal. -/
theorem same_branch_orthogonal {m a s r : ℝ} (ha : a ≠ 0) (hs : s ^ 2 = 1) (hr : 0 < r)
    {k : Fin 2 → ℝ} (hk : k ≠ 0) {ψ φ : Fin 2 → ℂ}
    (hψ : IsBranchSpinor m a s k ψ) (hφ : IsBranchSpinor m a s (-(r • k)) φ) :
    star ψ ⬝ᵥ φ = 0 := by
  have hP := wavenumber_pos hk
  have hP2 : wavenumber k ^ 2 = k 0 ^ 2 + k 1 ^ 2 := Real.sq_sqrt (by positivity)
  have hw : wavenumber (-(r • k)) = r * wavenumber k := by
    rw [← neg_smul, wavenumber_smul, abs_neg, abs_of_pos hr]
  have h := spinor_overlap ha hs hs hk (neg_ne_zero.2 (smul_ne_zero hr.ne' hk)) hψ hφ
  have hnum : k 0 * (-(r • k)) 0 + k 1 * (-(r • k)) 1
      = -(wavenumber k * (r * wavenumber k)) := by
    simp only [Pi.neg_apply, Pi.smul_apply, smul_eq_mul]
    linear_combination r * hP2
  -- the cosine of the angle is -1
  rw [hnum, hw, neg_div, div_self (mul_pos hP (mul_pos hr hP)).ne',
    show (1 + s * s * (-1)) / 2 = 0 by linear_combination -hs / 2, zero_mul, zero_mul] at h
  exact Complex.normSq_eq_zero.1 h

/-- For a ≠ 0, spinors of opposite branches at antiparallel nonzero momenta are
proportional. -/
theorem opposite_branch_parallel {m a s r : ℝ} (ha : a ≠ 0) (hs : s ^ 2 = 1) (hr : 0 < r)
    {k : Fin 2 → ℝ} (hk : k ≠ 0) {ψ φ : Fin 2 → ℂ}
    (hψ : IsBranchSpinor m a s k ψ) (hφ : IsBranchSpinor m a (-s) (-(r • k)) φ) :
    ∃ c : ℂ, c ≠ 0 ∧ φ = c • ψ := by
  have hq : ∀ i, (-(r • k)) i / wavenumber (-(r • k)) = -(k i / wavenumber k) := by
    intro i
    rw [← neg_smul, wavenumber_smul, abs_neg, abs_of_pos hr, Pi.smul_apply, smul_eq_mul,
      neg_mul, neg_div, mul_div_mul_left _ _ hr.ne']
  have h1 := spinor_ratio ha hs hk hψ
  have h2 := spinor_ratio ha (by rw [neg_sq]; exact hs)
    (neg_ne_zero.2 (smul_ne_zero hr.ne' hk)) hφ
  -- reversing both branch and direction leaves the component ratio unchanged
  rw [hq 0, hq 1, neg_mul_neg, neg_mul_neg] at h2
  have h0 : ψ 0 ≠ 0 := fun h =>
    hψ.1 (funext (Fin.forall_fin_two.2 ⟨h, by rw [h1, h, mul_zero]; rfl⟩))
  have he : φ = (φ 0 / ψ 0) • ψ := by
    refine funext (Fin.forall_fin_two.2 ⟨(div_mul_cancel₀ _ h0).symm, ?_⟩)
    show φ 1 = φ 0 / ψ 0 * ψ 1
    rw [h2, h1, mul_left_comm, div_mul_cancel₀ _ h0]
  refine ⟨φ 0 / ψ 0, fun hc => hφ.1 ?_, he⟩
  rw [he, hc, zero_smul]

/-- For m > 0 and E > 0, branch s = ±1 has exactly one positive wavenumber at energy E,
namely √(2m(E + m a²/2)) - s m a. -/
theorem contour_radius {m a s E p : ℝ} (hm : 0 < m) (hE : 0 < E) (hs : s ^ 2 = 1) :
    (0 < p ∧ branchEnergy m a s p = E) ↔
      p = √(2 * m * (E + m * a ^ 2 / 2)) - s * m * a := by
  have hne : 2 * m ≠ 0 := by positivity
  have hmE : 0 < m * E := mul_pos hm hE
  have e : p ^ 2 / (2 * m) * (2 * m) = p ^ 2 := div_mul_cancel₀ _ hne
  constructor
  · rintro ⟨hp, h⟩
    unfold branchEnergy at h
    have h' : p * (p + 2 * (s * m * a)) = 2 * (m * E) := by
      linear_combination 2 * m * h - e
    have hpos : 0 < p + 2 * (s * m * a) :=
      pos_of_mul_pos_right (by rw [h']; positivity) hp.le
    -- complete the square
    rw [show 2 * m * (E + m * a ^ 2 / 2) = (p + s * m * a) ^ 2 by
      linear_combination -h' - m ^ 2 * a ^ 2 * hs, Real.sqrt_sq (by linarith)]
    ring
  · intro h
    have hR : √(2 * m * (E + m * a ^ 2 / 2)) ^ 2 = 2 * m * (E + m * a ^ 2 / 2) :=
      Real.sq_sqrt (by positivity)
    have hlt : s * m * a < √(2 * m * (E + m * a ^ 2 / 2)) := by
      apply Real.lt_sqrt_of_sq_lt
      have : (s * m * a) ^ 2 = m ^ 2 * a ^ 2 := by linear_combination m ^ 2 * a ^ 2 * hs
      rw [this]
      linarith
    refine ⟨by linarith, mul_left_cancel₀ hne ?_⟩
    have hsum : p + s * m * a = √(2 * m * (E + m * a ^ 2 / 2)) := by linarith
    rw [← hsum] at hR
    unfold branchEnergy
    linear_combination hR + e - m ^ 2 * a ^ 2 * hs

/-- Let m > 0, a ≠ 0, E > 0, and let k and q be antiparallel momenta at energy E on opposite
branches. Then spinors at k and -k on one branch are orthogonal, those at k and q are proportional,
and the momentum transfer |k - q| is the sum of the two contour radii, 2√(2m(E + m a²/2)), which is
2p for the wavenumber p > 0 of a spin-degenerate band with p²/(2m) = E + m a²/2. -/
theorem rashba_standing_wave {m a s r E : ℝ} (hm : 0 < m) (ha : a ≠ 0) (hE : 0 < E)
    (hs : s ^ 2 = 1) (hr : 0 < r) {k q : Fin 2 → ℝ} (hq : q = -(r • k))
    (hkE : branchEnergy m a s (wavenumber k) = E)
    (hqE : branchEnergy m a (-s) (wavenumber q) = E) {ψ χ φ : Fin 2 → ℂ}
    (hψ : IsBranchSpinor m a s k ψ) (hχ : IsBranchSpinor m a s (-k) χ)
    (hφ : IsBranchSpinor m a (-s) q φ) :
    star ψ ⬝ᵥ χ = 0 ∧ (∃ c : ℂ, c ≠ 0 ∧ φ = c • ψ) ∧
      wavenumber (k - q) = wavenumber k + wavenumber q ∧
      wavenumber k + wavenumber q = 2 * √(2 * m * (E + m * a ^ 2 / 2)) ∧
      ∀ p : ℝ, 0 < p → p ^ 2 / (2 * m) = E + m * a ^ 2 / 2 → wavenumber (k - q) = 2 * p := by
  subst hq
  have hk : k ≠ 0 := by
    intro h
    rw [h] at hkE
    simp [branchEnergy, wavenumber] at hkE
    linarith
  have hq0 : -(r • k) ≠ 0 := neg_ne_zero.2 (smul_ne_zero hr.ne' hk)
  have e1 := (contour_radius hm hE hs).1 ⟨wavenumber_pos hk, hkE⟩
  have e2 := (contour_radius hm hE (by rw [neg_sq]; exact hs)).1 ⟨wavenumber_pos hq0, hqE⟩
  -- the spin-orbit shifts of the two radii cancel in the sum
  have hsum : wavenumber k + wavenumber (-(r • k)) = 2 * √(2 * m * (E + m * a ^ 2 / 2)) := by
    linarith
  have hdiff : wavenumber (k - -(r • k)) = wavenumber k + wavenumber (-(r • k)) := by
    rw [show k - -(r • k) = (1 + r) • k by module, ← neg_smul, wavenumber_smul,
      wavenumber_smul, abs_neg, abs_of_pos hr, abs_of_pos (by linarith : 0 < 1 + r)]
    ring
  refine ⟨same_branch_orthogonal ha hs one_pos hk hψ (by rw [one_smul]; exact hχ),
    opposite_branch_parallel ha hs hr hk hψ hφ, hdiff, hsum, fun p hp h => ?_⟩
  have hp2 : 2 * m * (E + m * a ^ 2 / 2) = p ^ 2 := by
    rw [← h]
    exact mul_div_cancel₀ _ (by positivity)
  rw [hdiff, hsum, hp2, Real.sqrt_sq hp.le]

end

end RashbaStandingWaves
```

```lean
#print axioms RashbaStandingWaves.explicit_spinor
-- 'RashbaStandingWaves.explicit_spinor' depends on axioms: [propext, Classical.choice, Quot.sound]
#print axioms RashbaStandingWaves.rashba_standing_wave
-- 'RashbaStandingWaves.rashba_standing_wave' depends on axioms: [propext, Classical.choice, Quot.sound]
```

### What `rashba_standing_wave` says

Momenta are real pairs, with `k 0` and `k 1` for $k_x$ and $k_y$, and `wavenumber` is their length. `IsBranchSpinor` admits any nonzero eigenvector with the branch energy, so neither phase nor normalisation is chosen; `explicit_spinor` shows that such vectors exist on both branches at every nonzero momentum.

The theorem takes $m>0$, $a\neq0$ of either sign, $E>0$, and momenta $k$ and $q=-rk$ with $r>0$, at energy $E$ on branches $s$ and $-s$. It concludes that

- spinors on branch $s$ at $k$ and $-k$ are orthogonal;
- the spinors at $k$ and $q$ are proportional;
- $|k-q|=|k|+|q|=2R$, which is $2p$ for the positive $p$ with $p^2/(2m)=E+ma^2/2$ on the degenerate band.

The statement contains no scatterer and no electron density. To connect it with an observed standing wave, I assume that the scatterer leaves spin alone, so that the spinor overlap enters the scattering amplitude, and that backscattering dominates the pattern far from a straight step edge. The overlap also multiplies the interference term in the density, because the density sums over spin. The band is also non-interacting, isotropic and parabolic; within that model, the result tells you which wave vector to expect in a simulated interference pattern.

### How the lemmas follow the calculation

`spinor_ratio` reads the second row of the eigenvalue equation and cancels $a$. For $a=0$ every spinor is an eigenvector, and no ratio is fixed. `spinor_overlap` replaces the direction cosines by letters and splits the amplitude into real and imaginary parts; its step `key` is $|1+st\,e^{i(\theta'-\theta)}|^2=2(1+st\cos(\theta'-\theta))$.

`same_branch_orthogonal` inserts cosine $-1$, while `opposite_branch_parallel` compares the two component ratios. `contour_radius` completes the square and proves both directions: the stated radius has energy $E$, and no other positive one does.

The final proof first gets $k\neq0$ from $E>0$. It then adds the two radii, where `linarith` cancels the shifts $\pm ma$, and writes $k-q=(1+r)k$ to identify the sum with the momentum transfer.
